# The ground energy of a coupled covalent–ionic three-structure model falls strictly with field strength

Take a covalent structure at energy 0, coupled by a real \(t\neq0\) to two ionic structures at \(D+mF\) and \(D-mF\) with \(m>0\), all three orthonormal and the ionic pair mutually uncoupled. The lowest eigenvalue is even in the field \(F\) and strictly decreasing for \(F\ge0\), while the energy expectation value of the covalent structure is 0 at every field.

```lean
import Mathlib

open Matrix

namespace CovalentIonicField

noncomputable section

/-- Hamiltonian of one covalent structure at energy `0`, coupled by `t` to two ionic structures
at `D + m F` and `D - m F`, in the orthonormal basis (covalent, ionic, ionic). -/
def hamiltonian (D m t F : ℝ) : Matrix (Fin 3) (Fin 3) ℝ :=
  !![0, t, t; t, D + m * F, 0; t, 0, D - m * F]

/-- The energy levels at field `F`: the eigenvalues of the Hamiltonian. -/
def energies (D m t F : ℝ) : Set ℝ :=
  {E | ∃ v : Fin 3 → ℝ, v ≠ 0 ∧ hamiltonian D m t F *ᵥ v = E • v}

/-- The ground energy at field `F`: the infimum of the energy levels. -/
def groundEnergy (D m t F : ℝ) : ℝ := sInf (energies D m t F)

/-- The secular cubic of the three-structure problem. -/
def secular (D m t F E : ℝ) : ℝ :=
  E * ((E - D) ^ 2 - (m * F) ^ 2) - 2 * t ^ 2 * (E - D)

/-- The energy levels are exactly the roots of the secular cubic. -/
theorem mem_energies_iff (D m t F E : ℝ) :
    E ∈ energies D m t F ↔ secular D m t F E = 0 := by
  have hdet : (hamiltonian D m t F - E • (1 : Matrix (Fin 3) (Fin 3) ℝ)).det
      = -secular D m t F E := by
    rw [Matrix.det_fin_three]
    simp [hamiltonian, secular]
    ring
  have key : E ∈ energies D m t F ↔
      ∃ v : Fin 3 → ℝ, v ≠ 0 ∧
        (hamiltonian D m t F - E • (1 : Matrix (Fin 3) (Fin 3) ℝ)) *ᵥ v = 0 := by
    simp only [energies, Set.mem_ofPred_eq, Matrix.sub_mulVec, Matrix.smul_mulVec,
      Matrix.one_mulVec, sub_eq_zero]
  rw [key, Matrix.exists_mulVec_eq_zero_iff, hdet, neg_eq_zero]

/-- The secular cubic is negative at all energies below an explicit bound. -/
theorem secular_neg (D m t F E : ℝ) (hE : E ≤ -(1 + |D| + |m * F| + 2 * t ^ 2)) :
    secular D m t F E < 0 := by
  have ha := abs_nonneg (m * F)
  have hD := neg_abs_le D
  have hD' := abs_nonneg D
  have ht := sq_nonneg t
  have hx : 0 ≤ (D - E) - |m * F| - (1 + 2 * t ^ 2) := by linarith
  have hx0 : 0 < D - E := by linarith
  have h1 : (1 + 2 * t ^ 2) * (D - E) ≤ (D - E) ^ 2 - |m * F| ^ 2 := by
    have p := mul_nonneg hx0.le hx
    have q := mul_nonneg ha (show 0 ≤ (D - E) - |m * F| by linarith)
    linarith
  have h2 : 0 ≤ (D - E) ^ 2 - |m * F| ^ 2 := le_trans (by positivity) h1
  have h3 := mul_nonneg (show 0 ≤ -E - 1 by linarith) h2
  have h4 : secular D m t F E
      = E * ((D - E) ^ 2 - |m * F| ^ 2) + 2 * t ^ 2 * (D - E) := by
    rw [sq_abs]
    unfold secular
    ring
  rw [h4]
  linarith

/-- If the secular cubic is nonnegative at a trial energy, some energy level lies at or
below that energy. -/
theorem exists_level_le (D m t F E₀ : ℝ) (h : 0 ≤ secular D m t F E₀) :
    ∃ E ∈ energies D m t F, E ≤ E₀ := by
  have hL := secular_neg D m t F _ le_rfl
  have hlt : -(1 + |D| + |m * F| + 2 * t ^ 2) ≤ E₀ := by
    by_contra hc
    exact absurd (secular_neg D m t F E₀ (not_le.mp hc).le) (not_lt_of_ge h)
  have hcont : Continuous (secular D m t F) := by
    unfold secular
    fun_prop
  -- the cubic is negative at the lower bound and nonnegative at the trial energy
  obtain ⟨E, hE, hq⟩ := intermediate_value_Icc hlt hcont.continuousOn ⟨hL.le, h⟩
  exact ⟨E, (mem_energies_iff D m t F E).mpr hq, hE.2⟩

/-- The ground energy is itself an energy level, and no level lies below it. -/
theorem groundEnergy_isLeast (D m t F : ℝ) :
    IsLeast (energies D m t F) (groundEnergy D m t F) := by
  have hne : (energies D m t F).Nonempty := by
    have h : 0 ≤ secular D m t F (D - |m * F|) := by
      have e : secular D m t F (D - |m * F|) = 2 * t ^ 2 * |m * F| := by
        unfold secular
        linear_combination (D - |m * F|) * sq_abs (m * F)
      rw [e]
      positivity
    obtain ⟨E, hE, _⟩ := exists_level_le D m t F _ h
    exact ⟨E, hE⟩
  have hbdd : BddBelow (energies D m t F) := by
    refine ⟨-(1 + |D| + |m * F| + 2 * t ^ 2), fun E hE => ?_⟩
    by_contra hc
    exact (secular_neg D m t F E (not_le.mp hc).le).ne ((mem_energies_iff D m t F E).mp hE)
  have hclosed : IsClosed (energies D m t F) := by
    have e : energies D m t F = {E | secular D m t F E = 0} :=
      Set.ext fun E => mem_energies_iff D m t F E
    rw [e]
    exact isClosed_eq (by unfold secular; fun_prop) continuous_const
  exact ⟨hclosed.csInf_mem hne hbdd, fun E hE => csInf_le hbdd hE⟩

/-- With nonzero coupling the ground energy lies strictly below the covalent energy `0`, at every
field and for every zero-field ionic energy `D`. -/
theorem groundEnergy_neg (D m t F : ℝ) (ht : t ≠ 0) : groundEnergy D m t F < 0 := by
  have hle : ∀ E₀, 0 ≤ secular D m t F E₀ → groundEnergy D m t F ≤ E₀ := fun E₀ h => by
    obtain ⟨E, hE, hEE⟩ := exists_level_le D m t F E₀ h
    exact ((groundEnergy_isLeast D m t F).2 hE).trans hEE
  rcases lt_trichotomy D 0 with hD | hD | hD
  · -- ionic structures below the covalent one at zero field: use the trial energy `D`
    refine (hle D ?_).trans_lt hD
    have e : secular D m t F D = -D * (m * F) ^ 2 := by
      unfold secular
      ring
    rw [e]
    exact mul_nonneg (by linarith) (sq_nonneg _)
  · -- structures degenerate at zero field: use the trial energy `-|t|`
    refine (hle (-|t|) ?_).trans_lt (neg_lt_zero.mpr (abs_pos.mpr ht))
    have e : secular D m t F (-|t|) = |t| * (t ^ 2 + (m * F) ^ 2) := by
      rw [hD]
      unfold secular
      linear_combination (-|t|) * sq_abs t
    rw [e]
    positivity
  · -- ionic structures above at zero field: the cubic is positive at the covalent energy
    have e : secular D m t F 0 = 2 * t ^ 2 * D := by
      unfold secular
      ring
    have hp : 0 < secular D m t F 0 := by
      rw [e]
      positivity
    refine lt_of_le_of_ne (hle 0 hp.le) fun h0 => ?_
    have hr := (mem_energies_iff D m t F _).mp (groundEnergy_isLeast D m t F).1
    rw [h0] at hr
    linarith

/-- For `m > 0` and `t ≠ 0` the ground energy is even in the field and strictly decreasing for
`F ≥ 0`, while the energy expectation value of the covalent structure is `0` at every field. -/
theorem groundEnergy_field_response (D m t : ℝ) (hm : 0 < m) (ht : t ≠ 0) :
    (∀ F, groundEnergy D m t (-F) = groundEnergy D m t F) ∧
    StrictAntiOn (groundEnergy D m t) (Set.Ici 0) ∧
    ∀ F, ![1, 0, 0] ⬝ᵥ (hamiltonian D m t F *ᵥ ![1, 0, 0]) = 0 := by
  refine ⟨fun F => ?_, ?_, fun F => ?_⟩
  · have e : energies D m t (-F) = energies D m t F := by
      ext E
      rw [mem_energies_iff, mem_energies_iff]
      have h : secular D m t (-F) E = secular D m t F E := by
        unfold secular
        ring
      rw [h]
    unfold groundEnergy
    rw [e]
  · intro F₁ h₁ F₂ _ h
    have h₁' : 0 ≤ F₁ := h₁
    have hneg := groundEnergy_neg D m t F₁ ht
    have hr₁ := (mem_energies_iff D m t F₁ _).mp (groundEnergy_isLeast D m t F₁).1
    have hr₂ := (mem_energies_iff D m t F₂ _).mp (groundEnergy_isLeast D m t F₂).1
    -- at the old ground energy the stronger field makes the cubic positive
    have e : secular D m t F₂ (groundEnergy D m t F₁)
        = secular D m t F₁ (groundEnergy D m t F₁)
          + -groundEnergy D m t F₁ * (m ^ 2 * ((F₂ - F₁) * (F₂ + F₁))) := by
      unfold secular
      ring
    have hp : 0 < secular D m t F₂ (groundEnergy D m t F₁) := by
      rw [e, hr₁, zero_add]
      exact mul_pos (by linarith)
        (mul_pos (pow_pos hm 2) (mul_pos (by linarith) (by linarith)))
    obtain ⟨E, hE, hEE⟩ := exists_level_le D m t F₂ _ hp.le
    refine lt_of_le_of_ne (((groundEnergy_isLeast D m t F₂).2 hE).trans hEE) fun he => ?_
    rw [he] at hr₂
    linarith
  · simp [hamiltonian, Matrix.mulVec, dotProduct, Fin.sum_univ_succ]

/-- Without coupling, the ground energy stays at `0` for all fields with `|m F| ≤ D`. -/
theorem groundEnergy_uncoupled (D m F : ℝ) (h : |m * F| ≤ D) :
    groundEnergy D m 0 F = 0 := by
  refine (groundEnergy_isLeast D m 0 F).unique ⟨?_, fun E hE => ?_⟩
  · rw [mem_energies_iff]
    unfold secular
    ring
  · rw [mem_energies_iff] at hE
    unfold secular at hE
    by_contra hc
    have hE0 : E < 0 := not_le.mp hc
    have hs : 0 < (E - D) ^ 2 - (m * F) ^ 2 := by
      rw [← sq_abs (m * F)]
      have p := mul_pos (show 0 < D - E - |m * F| by linarith)
        (show 0 < D - E + |m * F| by linarith [abs_nonneg (m * F)])
      linarith
    have := mul_neg_of_neg_of_pos hE0 hs
    linarith

/-- At zero field the ground energy is `D/2 - √(D²/4 + 2t²)`. -/
theorem groundEnergy_zero_field (D m t : ℝ) :
    groundEnergy D m t 0 = D / 2 - √(D ^ 2 / 4 + 2 * t ^ 2) := by
  have hs : √(D ^ 2 / 4 + 2 * t ^ 2) ^ 2 = D ^ 2 / 4 + 2 * t ^ 2 :=
    Real.sq_sqrt (by positivity)
  have hs0 := Real.sqrt_nonneg (D ^ 2 / 4 + 2 * t ^ 2)
  generalize √(D ^ 2 / 4 + 2 * t ^ 2) = s at hs hs0 ⊢
  refine (groundEnergy_isLeast D m t 0).unique ⟨?_, fun E hE => ?_⟩
  · rw [mem_energies_iff]
    unfold secular
    linear_combination (D / 2 - s - D) * hs
  · rw [mem_energies_iff] at hE
    unfold secular at hE
    by_contra hc
    have hlt : E < D / 2 - s := not_le.mp hc
    have hD : -(D / 2) ≤ s := by
      by_contra hn
      have hn' : s < -(D / 2) := not_le.mp hn
      nlinarith [sq_nonneg t]
    -- both factors of the zero-field cubic are nonzero below the claimed root
    have p := mul_pos (show 0 < D / 2 - E - s by linarith)
      (show 0 < D / 2 - E + s by linarith)
    have q : 0 < E * (E - D) - 2 * t ^ 2 := by linarith
    have r := mul_pos (show 0 < D - E by linarith) q
    linarith

/-- For `m > 0` and `t ≠ 0`, every nonzero field lowers the ground energy strictly below its
zero-field value. -/
theorem groundEnergy_lt_zero_field (D m t F : ℝ) (hm : 0 < m) (ht : t ≠ 0) (hF : F ≠ 0) :
    groundEnergy D m t F < D / 2 - √(D ^ 2 / 4 + 2 * t ^ 2) := by
  obtain ⟨heven, hanti, _⟩ := groundEnergy_field_response D m t hm ht
  rw [← groundEnergy_zero_field D m t]
  rcases lt_or_gt_of_ne hF with h | h
  · rw [← heven F]
    exact hanti (Set.mem_Ici.mpr le_rfl) (Set.mem_Ici.mpr (by linarith)) (by linarith)
  · exact hanti (Set.mem_Ici.mpr le_rfl) (Set.mem_Ici.mpr h.le) h

end

end CovalentIonicField
```

```lean
#print axioms CovalentIonicField.groundEnergy_field_response
-- 'CovalentIonicField.groundEnergy_field_response' depends on axioms: [propext, Classical.choice, Quot.sound]
#print axioms CovalentIonicField.groundEnergy_uncoupled
-- 'CovalentIonicField.groundEnergy_uncoupled' depends on axioms: [propext, Classical.choice, Quot.sound]
#print axioms CovalentIonicField.groundEnergy_lt_zero_field
-- 'CovalentIonicField.groundEnergy_lt_zero_field' depends on axioms: [propext, Classical.choice, Quot.sound]
```

## A bond with two opposite ionic dipoles

Place a symmetric two-electron bond A–B in a uniform electric field along its axis. The covalent structure puts one electron on each atom and has no dipole moment. The ionic structures A⁻B⁺ and A⁺B⁻ have opposite dipoles of magnitude \(m\), so the field raises one and lowers the other by \(mF\). The question is how the bond can respond to the field when its covalent part has no dipole.

In the basis (covalent, ionic, ionic) the Hamiltonian is

\[
H(F)=\begin{pmatrix}0&t&t\\ t&D+mF&0\\ t&0&D-mF\end{pmatrix}.
\]

Here \(D\) is the zero-field energy of an ionic structure relative to the covalent one, that is, the net cost of moving an electron across the bond. It may have either sign. The coupling \(t\) is the Hamiltonian matrix element between the covalent structure and either ionic one. It is not the one-electron hopping integral: in a Hubbard dimer its magnitude is \(\sqrt2\) times that of the hopping integral.

## What the Lean statement says

`hamiltonian D m t F` is this matrix, with index 0 for the covalent structure and indices 1 and 2 for the ionic ones. `energies` is the set of real \(E\) with \(Hv=Ev\) for some nonzero real vector \(v\). `groundEnergy` is the infimum of that set, and `groundEnergy_isLeast` shows that this infimum is itself an eigenvalue, for all real parameters.

The main theorem, `groundEnergy_field_response`, assumes `0 < m` and `t ≠ 0` and has three parts:

- The ground energy at \(-F\) equals that at \(F\).
- `StrictAntiOn` on `Set.Ici 0` says that \(0\le F_1<F_2\) implies \(E_0(F_2)<E_0(F_1)\), where \(E_0(F)\) is the ground energy.
- The unit vector `![1, 0, 0]`, the pure covalent structure, has energy expectation value 0 at every \(F\).

The third part concerns an expectation value: for \(t\neq0\) the covalent structure is not an eigenstate. The theorem compares energies at different fields and makes no statement about derivatives such as the polarisability.

The step from this matrix to a molecule is the identification of its basis vectors with actual valence-bond structures. Those generally overlap, whereas the model takes them as orthonormal, with \(D\), \(m\) and \(t\) independent of the field.

## A cubic that contains only the square of the field

Expanding the determinant along the first row gives

\[
\det(H-E)=-E\big[(D-E)^2-m^2F^2\big]-t^2(D-mF-E)-t^2(D+mF-E).
\]

The terms linear in \(F\) cancel, and \(\det(H-E)=-q(F,E)\) with

\[
q(F,E)=E\big[(E-D)^2-m^2F^2\big]-2t^2(E-D).
\]

This is `secular`, the characteristic polynomial with leading term \(+E^3\). A nonzero \(v\) with \((H-E)v=0\) exists exactly when the determinant vanishes, so the energies are the roots of \(q\); this is `mem_energies_iff`. Since \(F\) enters only through \(F^2\), fields \(F\) and \(-F\) have the same levels, which proves evenness.

**The cubic is negative far below.** Write \(a=|mF|\) and \(x=D-E\), and let \(E\le-(1+|D|+a+2t^2)\). Then \(x-a\ge1+2t^2\) and \(x>0\), so \(x^2-a^2=(x-a)(x+a)\ge(1+2t^2)x\). Because \(E\le-1\),

\[
q=E(x^2-a^2)+2t^2x\le-(1+2t^2)x+2t^2x=-x<0 .
\]

This is `secular_neg`. It follows that if \(q(F,E_*)\ge0\) at some trial energy \(E_*\) (written `E₀` in the Lean code, where it is not the ground energy), the cubic has a root at or below \(E_*\). `exists_level_le` obtains that root from the intermediate value theorem.

**A lowest level exists.** At \(E_*=D-a\) the cubic equals \(2t^2a\ge0\), so there is at least one level. The levels are bounded below by the previous estimate, and they form a closed set as the zeros of a continuous function. Such a set contains its infimum, which is how `groundEnergy_isLeast` concludes.

## With coupling the ground energy is negative, and the field lowers it

`groundEnergy_neg` shows that \(E_0(F)<0\) whenever \(t\neq0\). It splits on the sign of \(D\) and evaluates the cubic at one trial energy in each case:

- For \(D<0\), \(q(F,D)=-D\,m^2F^2\ge0\), so \(E_0\le D<0\).
- For \(D=0\), \(q(F,-|t|)=|t|(t^2+m^2F^2)>0\), so \(E_0\le-|t|<0\).
- For \(D>0\), \(q(F,0)=2t^2D>0\), so \(E_0\le0\); and 0 is not a root, so \(E_0<0\).

Now let \(0\le F_1<F_2\) and \(E_1=E_0(F_1)\). Changing the field at fixed energy \(E_1\) gives

\[
q(F_2,E_1)=q(F_1,E_1)-E_1m^2(F_2^2-F_1^2)=-E_1m^2(F_2^2-F_1^2)>0 .
\]

So at field \(F_2\) there is a level at or below \(E_1\), and \(E_1\) itself is not a level. Hence \(E_0(F_2)<E_1\). In Lean, `ring` verifies the identity, `mul_pos` gives the sign, and `lt_of_le_of_ne` turns "at or below" into "below". The covalent expectation value is the matrix element \(H_{00}=0\), which `simp` evaluates.

## The zero-field level and the uncoupled limit

At \(F=0\) the cubic factorises as \((E-D)\big[E(E-D)-2t^2\big]\), with roots \(D\) and \(D/2\pm\sqrt{D^2/4+2t^2}\). The root with the minus sign is the lowest, because the square root is at least \(|D|/2\). This is `groundEnergy_zero_field`. Together with evenness and strict decrease it gives `groundEnergy_lt_zero_field`: every nonzero field, of either sign, lowers the energy below this value.

With \(t=0\) the levels are \(0\) and \(D\pm mF\), so the ground energy stays at 0 as long as \(|mF|\le D\), as `groundEnergy_uncoupled` states. For \(D>0\), strict decrease therefore fails without coupling.

## Numbers for \(D=t=1\)

In arbitrary energy units, the zero-field ground energy is \(\tfrac12-\sqrt{\tfrac14+2}=-1\). The normalised ground state has weight \(2/3\) on the covalent structure and \(1/6\) on each ionic one.

At \(mF=\sqrt6\) the cubic is

\[
E^3-2E^2-7E+2=(E+2)(E^2-4E+1),
\]

with roots \(-2\) and \(2\pm\sqrt3\), so the ground energy has dropped to \(-2\). The covalent weight is now \(3/13\approx0.231\), and the ionic weights are about \(0.008\) for the raised structure and \(0.761\) for the lowered one. The covalent expectation value is still 0.

## Finite-field valence-bond calculations

In a finite-field calculation with nonorthogonal structures, one adds the dipole term to the Hamiltonian, solves \(Hc=ESc\) with overlap matrix \(S\) at fields \(-F\), \(0\) and \(F\), and estimates the polarisability as

\[
\alpha\approx-\frac{E(F)+E(-F)-2E(0)}{F^2}.
\]

For a symmetric bond described by a single covalent structure with frozen atomic orbitals, the electronic response along the bond is missing from this difference. Adding the two ionic structures supplies a response through their unequal weights, which the present model isolates for three orthonormal structures with fixed parameters. If the orbitals are reoptimised in each field, the covalent structure can also polarise through their change of shape.
